# Time-step bias of connected, always-accepted T-moves on a finite configuration space

If walkers that make T-moves without an accept/reject test are averaged as though they sampled $\psi^2$, the result can be wrong by an amount that a longer run does not remove. For the T-move step alone, with the heat-bath probabilities defined below, a real symmetric potential matrix and finitely many configurations that the moves connect, this error in the mean of an observable $A$ is

$$\frac{\tau\,\mathrm{Cov}(A,T)}{1+\tau\langle T\rangle}.$$

Here $\tau$ is the time step, $T_x$ the total T-move rate out of configuration $x$, and $\langle\cdot\rangle$ and $\mathrm{Cov}$ refer to normalised $\psi^2$. Drift, diffusion and branching, which a full diffusion Monte Carlo step also has, are absent from the model.

## Finitely many configurations, none on a node

The finite type `ι` holds the configurations, and the real matrix `V` stands for the nonlocal potential. The trial function takes values in `ℝˣ`, the nonzero reals: no configuration lies on a node. At a node the ratio in the rate

$$t_{xy}=\max(0,-V_{xy}\psi_y/\psi_x)\quad(x\ne y),\qquad t_{xx}=0$$

would have no meaning.

In Lean 4 with Mathlib:

```lean
import Mathlib

open Finset Filter Topology

namespace TMoveTimeStepBias

noncomputable section

variable {ι : Type*} [Fintype ι] [DecidableEq ι]

/-- The T-move rate from `x` to `y`: the positive part of `-V x y * psi y / psi x` off the diagonal,
and zero on it. The trial function `psi` is nowhere zero. -/
def rate (V : Matrix ι ι ℝ) (psi : ι → ℝˣ) (x y : ι) : ℝ :=
  if x = y then 0 else max 0 (-(V x y * (psi y : ℝ) / (psi x : ℝ)))
```

Off the diagonal the definition keeps the positive values of $-V_{xy}\psi_y/\psi_x$, which can serve as rates; the negative ones are replaced by zero.

With $T_x=\sum_y t_{xy}$, called `escape`, the heat-bath step has probabilities

$$p_{xy}=\frac{\delta_{xy}+\tau t_{xy}}{1+\tau T_x}.$$

```lean
/-- The total T-move rate out of the configuration `x`. -/
def escape (V : Matrix ι ι ℝ) (psi : ι → ℝˣ) (x : ι) : ℝ := ∑ y, rate V psi x y

/-- The heat-bath probability of going from `x` to `y` in a time step `τ ≥ 0`, with every
proposed move accepted. -/
def moveProb (V : Matrix ι ι ℝ) (psi : ι → ℝˣ) (τ : ℝ) (x y : ι) : ℝ :=
  ((if x = y then 1 else 0) + τ * rate V psi x y) / (1 + τ * escape V psi x)
```

The weights $b_x=\psi_x^2$ and $w_x=b_x(1+\tau T_x)$ are left unnormalised; `avg` divides by their sum.

```lean
/-- The unnormalised density `psi ^ 2`. -/
def born (psi : ι → ℝˣ) (x : ι) : ℝ := (psi x : ℝ) ^ 2

/-- The density `psi ^ 2` multiplied by `1 + τ T`, with `T` the total T-move rate. -/
def weight (V : Matrix ι ι ℝ) (psi : ι → ℝˣ) (τ : ℝ) (x : ι) : ℝ :=
  born psi x * (1 + τ * escape V psi x)

/-- A weight `μ` is stationary if one step with transition probabilities `P` preserves it. -/
def IsStationary (P : ι → ι → ℝ) (μ : ι → ℝ) : Prop := ∀ y, ∑ x, μ x * P x y = μ y

/-- The mean of `A` under the unnormalised weight `p`, whose sum must not vanish. -/
def avg (p A : ι → ℝ) : ℝ := (∑ x, p x * A x) / ∑ x, p x

/-- The covariance of `A` and `B` under the unnormalised weight `p`, whose sum must not
vanish. -/
def cov (p A B : ι → ℝ) : ℝ := avg p (fun x => A x * B x) - avg p A * avg p B
```

Since $\psi_x\neq0$, every $b_x$ is positive, which `signs` records together with $t_{xy}\ge0$ and $T_x\ge0$.

```lean
variable (V : Matrix ι ι ℝ) (psi : ι → ℝˣ) {τ : ℝ}

/-- The density `psi ^ 2` is positive, and the T-move rates and their sum are nonnegative. -/
theorem signs (x : ι) :
    0 < born psi x ∧ (∀ y, 0 ≤ rate V psi x y) ∧ 0 ≤ escape V psi x := by
  have h : ∀ y, 0 ≤ rate V psi x y := fun y => by
    unfold rate
    split_ifs
    · exact le_rfl
    · exact le_max_left _ _
  refine ⟨?_, h, Finset.sum_nonneg fun y _ => h y⟩
  have := (psi x).ne_zero
  unfold born
  positivity
```

## A symmetric potential balances the rates

Symmetry of $V$ (`hV`) is the Hermiticity of a real potential. For $x\ne y$,

$$b_xt_{xy}=\max(0,-V_{xy}\psi_x\psi_y)=b_yt_{yx}.$$

In the proof, `key` moves $\psi_x^2$ inside the maximum, and `hV.apply` exchanges the indices.

With no relation between $V_{xy}$ and $V_{yx}$ this can fail. Take two configurations with $\psi=1$, $V_{12}=-1$ and $V_{21}=-2$: then $w_1p_{12}=\tau$ but $w_2p_{21}=2\tau$, so for $\tau>0$ the weight $w$ is not stationary.

```lean
omit [Fintype ι] in
/-- For symmetric `V` the T-move rates obey detailed balance with respect to `psi ^ 2`. -/
theorem rate_balance (hV : V.IsSymm) (x y : ι) :
    born psi x * rate V psi x y = born psi y * rate V psi y x := by
  by_cases h : x = y
  · subst h; rfl
  -- both sides equal the positive part of `-V x y * psi x * psi y`
  have key : ∀ a b v : ℝ, a ≠ 0 → a ^ 2 * max 0 (-(v * b / a)) = max 0 (-(v * a * b)) := by
    intro a b v ha
    have h1 : a * (b / a) = b := by field_simp
    have h2 : a ^ 2 * -(v * b / a) = -(v * a * b) := by
      linear_combination (-(v * a)) * h1
    rw [mul_max_of_nonneg _ _ (sq_nonneg a), mul_zero, h2]
  simp only [born, rate, if_neg h, if_neg (Ne.symm h)]
  rw [key _ _ _ (psi x).ne_zero, key _ _ _ (psi y).ne_zero, hV.apply x y, mul_right_comm]
```

## A time step that is not negative

For $\tau\ge0$ the denominator $1+\tau T_x$ is positive, so the $p_{xy}$ are nonnegative, and they sum to $(1+\tau T_x)/(1+\tau T_x)=1$.

```lean
/-- For `τ ≥ 0` the heat-bath probabilities out of `x` are nonnegative and sum to one. -/
theorem moveProb_stochastic (hτ : 0 ≤ τ) (x : ι) :
    (∀ y, 0 ≤ moveProb V psi τ x y) ∧ ∑ y, moveProb V psi τ x y = 1 := by
  obtain ⟨-, ht, hT⟩ := signs V psi x
  have hN : 0 < 1 + τ * escape V psi x := by positivity
  constructor
  · intro y
    refine div_nonneg (add_nonneg ?_ (mul_nonneg hτ (ht y))) hN.le
    split_ifs <;> norm_num
  · unfold moveProb
    rw [← Finset.sum_div, Finset.sum_add_distrib, ← Finset.mul_sum, Finset.sum_ite_eq,
      if_pos (Finset.mem_univ x)]
    exact div_self hN.ne'
```

The same denominator cancels against $w_x$, leaving

$$w_xp_{xy}=b_x(\delta_{xy}+\tau t_{xy})=w_yp_{yx}.$$

```lean
/-- For symmetric `V` and `τ ≥ 0` the always-accepted step obeys detailed balance with respect
to `psi ^ 2 * (1 + τ T)`. -/
theorem move_balance (hV : V.IsSymm) (hτ : 0 ≤ τ) (x y : ι) :
    weight V psi τ x * moveProb V psi τ x y = weight V psi τ y * moveProb V psi τ y x := by
  -- the factor `1 + τ T` cancels the heat-bath normalisation
  have key : ∀ a b, weight V psi τ a * moveProb V psi τ a b =
      born psi a * ((if a = b then 1 else 0) + τ * rate V psi a b) := by
    intro a b
    have hT := (signs V psi a).2.2
    have hN : 1 + τ * escape V psi a ≠ 0 := by positivity
    unfold weight moveProb
    rw [mul_assoc, mul_div_cancel₀ _ hN]
  rw [key, key]
  by_cases h : x = y
  · subst h; rfl
  · rw [if_neg h, if_neg (Ne.symm h)]
    linear_combination τ * rate_balance V psi hV x y
```

Summing over $x$ gives $\sum_xw_xp_{xy}=w_y\sum_xp_{yx}=w_y$, so $w$ is stationary.

```lean
/-- For symmetric `V` and `τ ≥ 0` the always-accepted step leaves `psi ^ 2 * (1 + τ T)`
stationary. -/
theorem weight_stationary (hV : V.IsSymm) (hτ : 0 ≤ τ) :
    IsStationary (moveProb V psi τ) (weight V psi τ) := by
  intro y
  rw [Finset.sum_congr rfl fun x _ => move_balance V psi hV hτ x y, ← Finset.mul_sum,
    (moveProb_stochastic V psi hτ y).2, mul_one]
```

With two or more configurations, uniqueness up to a factor fails at $\tau=0$: no walker moves, and every weight is stationary. The next theorem therefore assumes $\tau>0$.

## Moves that connect all configurations

The hypothesis `hconn` says that any configuration can be reached from any other by a chain of moves with positive rate. Without it, walkers can stay in separate regions: if $V=0$ on two configurations, each keeps whatever population it started with. The semilocal pseudopotential of a single atom is also such a case: it moves an electron only at fixed distance from the nucleus, so T-moves alone never connect configurations with different distances. The result then applies within each connected set, with all averages taken over that set.

To see that $w$ is the only stationary weight up to a factor, write a stationary $\mu$ as $\mu_x=f_xw_x$. Stationarity and detailed balance give

$$\sum_xw_ap_{ax}(f_a-f_x)=0.$$

If $f_a$ is the maximum of $f$, no term is negative, so each vanishes, and $f_b=f_a$ wherever $t_{ab}>0$. This is `step` in the proof; induction along the chain then makes $f$ constant.

```lean
/-- If `V` is symmetric, `τ > 0` and T-moves connect all configurations, every stationary
weight is a multiple of `psi ^ 2 * (1 + τ T)`. -/
theorem stationary_unique [Nonempty ι] (hV : V.IsSymm) (hτ : 0 < τ)
    (hconn : ∀ x y, Relation.ReflTransGen (fun a b => 0 < rate V psi a b) x y)
    {μ : ι → ℝ} (hμ : IsStationary (moveProb V psi τ) μ) :
    ∃ c, ∀ x, μ x = c * weight V psi τ x := by
  have hN : ∀ x, 0 < 1 + τ * escape V psi x := fun x => by
    have := (signs V psi x).2.2
    positivity
  have hw : ∀ x, 0 < weight V psi τ x := fun x => mul_pos (signs V psi x).1 (hN x)
  obtain ⟨f, hf⟩ : ∃ f : ι → ℝ, ∀ x, μ x = f x * weight V psi τ x :=
    ⟨fun x => μ x / weight V psi τ x, fun x => (div_mul_cancel₀ _ (hw x).ne').symm⟩
  obtain ⟨m, hm⟩ := Finite.exists_max f
  -- a maximum of the ratio `f` spreads along every allowed move
  have step : ∀ a b, f a = f m → 0 < rate V psi a b → f b = f m := by
    intro a b ha hab
    have h1 : ∑ x, weight V psi τ a * moveProb V psi τ a x * f a = μ a := by
      rw [← Finset.sum_mul, ← Finset.mul_sum, (moveProb_stochastic V psi hτ.le a).2, hf a]
      ring
    have h2 : ∑ x, weight V psi τ a * moveProb V psi τ a x * f x = μ a := by
      rw [← hμ a]
      refine Finset.sum_congr rfl fun x _ => ?_
      rw [hf x, ← move_balance V psi hV hτ.le x a]
      ring
    have hz : ∑ x, weight V psi τ a * moveProb V psi τ a x * (f a - f x) = 0 := by
      simp only [mul_sub, Finset.sum_sub_distrib, h1, h2, sub_self]
    have hb := (Finset.sum_eq_zero_iff_of_nonneg fun x _ =>
      mul_nonneg (mul_nonneg (hw a).le ((moveProb_stochastic V psi hτ.le a).1 x))
        (sub_nonneg.2 (ha ▸ hm x))).1 hz b (Finset.mem_univ b)
    have hP : 0 < moveProb V psi τ a b := by
      refine div_pos (add_pos_of_nonneg_of_pos ?_ (mul_pos hτ hab)) (hN a)
      split_ifs <;> norm_num
    have := (mul_eq_zero.1 hb).resolve_left (mul_pos (hw a) hP).ne'
    linarith
  refine ⟨f m, fun x => ?_⟩
  have hx : f x = f m := by
    have h := hconn m x
    induction h with
    | refl => rfl
    | tail _ hbc ih => exact step _ _ ih hbc
  rw [hf x, hx]
```

## Normalisation fixes the mean

Dividing numerator and denominator by $\sum_xb_x$,

$$\frac{\sum_xw_xA_x}{\sum_xw_x}-\langle A\rangle
=\frac{\langle A\rangle+\tau\langle AT\rangle}{1+\tau\langle T\rangle}-\langle A\rangle
=\frac{\tau(\langle AT\rangle-\langle A\rangle\langle T\rangle)}{1+\tau\langle T\rangle}.$$

In the proof, `h1` and `h2` expand the two sums and `alg` does the subtraction.

```lean
/-- For `τ ≥ 0`, replacing `psi ^ 2` by `psi ^ 2 * (1 + τ T)` shifts the mean of `A` by
`τ Cov(A, T) / (1 + τ mean T)`, with covariance and mean taken over `psi ^ 2`. -/
theorem avg_weight_sub [Nonempty ι] (hτ : 0 ≤ τ) (A : ι → ℝ) :
    avg (weight V psi τ) A - avg (born psi) A =
      τ * cov (born psi) A (escape V psi) / (1 + τ * avg (born psi) (escape V psi)) := by
  have hS : 0 < ∑ x, born psi x :=
    Finset.sum_pos (fun x _ => (signs V psi x).1) Finset.univ_nonempty
  have hb : 0 ≤ ∑ x, born psi x * escape V psi x :=
    Finset.sum_nonneg fun x _ => mul_nonneg (signs V psi x).1.le (signs V psi x).2.2
  have h1 : ∑ x, weight V psi τ x * A x =
      ∑ x, born psi x * A x + τ * ∑ x, born psi x * (A x * escape V psi x) := by
    rw [Finset.mul_sum, ← Finset.sum_add_distrib]
    exact Finset.sum_congr rfl fun x _ => by unfold weight; ring
  have h2 : ∑ x, weight V psi τ x =
      ∑ x, born psi x + τ * ∑ x, born psi x * escape V psi x := by
    rw [Finset.mul_sum, ← Finset.sum_add_distrib]
    exact Finset.sum_congr rfl fun x _ => by unfold weight; ring
  have alg : ∀ S a b c : ℝ, 0 < S → 0 ≤ b → (a + τ * c) / (S + τ * b) - a / S =
      τ * (c / S - a / S * (b / S)) / (1 + τ * (b / S)) := by
    intro S a b c hS hb
    have h : 0 < S + τ * b := by positivity
    have e : 1 + τ * (b / S) = (S + τ * b) / S := by field_simp
    rw [e]
    field_simp
    ring
  simp only [cov, avg]
  rw [h1, h2]
  exact alg _ _ _ _ hS hb
```

The main theorem, `tmove_bias`, takes any stationary $\mu$ with $\sum_x\mu_x=1$ (`hnorm`). Uniqueness gives $\mu=cw$, and normalisation fixes $c$, so the $\mu$-mean is the $w$-mean. Without normalisation, $\mu=0$ would also qualify. Positivity of $\mu$ need not be assumed.

```lean
/-- Time-step bias of always-accepted T-moves: if `V` is symmetric, `τ > 0` and T-moves connect
all configurations, the mean of `A` in any normalised stationary distribution differs from its
`psi ^ 2` mean by `τ Cov(A, T) / (1 + τ mean T)`. -/
theorem tmove_bias (hV : V.IsSymm) (hτ : 0 < τ)
    (hconn : ∀ x y, Relation.ReflTransGen (fun a b => 0 < rate V psi a b) x y)
    {μ : ι → ℝ} (hμ : IsStationary (moveProb V psi τ) μ) (hnorm : ∑ x, μ x = 1)
    (A : ι → ℝ) :
    ∑ x, μ x * A x - avg (born psi) A =
      τ * cov (born psi) A (escape V psi) / (1 + τ * avg (born psi) (escape V psi)) := by
  have hne : Nonempty ι := by
    by_contra h
    rw [not_nonempty_iff] at h
    simp at hnorm
  obtain ⟨c, hc⟩ := stationary_unique V psi hV hτ hconn hμ
  have h1 : c * ∑ x, weight V psi τ x = 1 := by
    rw [Finset.mul_sum, ← hnorm]
    exact Finset.sum_congr rfl fun x _ => (hc x).symm
  have h2 : ∑ x, μ x * A x = c * ∑ x, weight V psi τ x * A x := by
    rw [Finset.mul_sum]
    exact Finset.sum_congr rfl fun x _ => by rw [hc x]; ring
  have hW : ∑ x, weight V psi τ x ≠ 0 := by
    intro h
    rw [h, mul_zero] at h1
    exact zero_ne_one h1
  -- normalisation fixes the factor `c`
  have h3 : ∑ x, μ x * A x = avg (weight V psi τ) A := by
    unfold avg
    rw [h2, eq_div_iff hW]
    linear_combination (∑ x, weight V psi τ x * A x) * h1
  rw [h3, avg_weight_sub V psi hτ.le A]
```

## Constant escape rate and small time steps

The last two theorems compare the weights $w$ and $b$ directly, and so need neither symmetry nor connectedness.

For $\tau>0$, all means agree exactly when $T$ is constant. Taking $A$ as the indicator of $x$ gives $1+\tau T_x=\sum_zw_z/\sum_zb_z$, the same for every $x$; conversely, a constant $T$ has zero covariance with any $A$.

```lean
/-- For `τ > 0` the weight `psi ^ 2 * (1 + τ T)` gives the `psi ^ 2` mean of every observable
exactly when the total T-move rate is the same in all configurations. -/
theorem unbiased_iff [Nonempty ι] (hτ : 0 < τ) :
    (∀ A, avg (weight V psi τ) A = avg (born psi) A) ↔
      ∀ x y, escape V psi x = escape V psi y := by
  have hS : 0 < ∑ x, born psi x :=
    Finset.sum_pos (fun x _ => (signs V psi x).1) Finset.univ_nonempty
  constructor
  · intro h
    have hW : 0 < ∑ x, weight V psi τ x := by
      refine Finset.sum_pos (fun x _ => mul_pos (signs V psi x).1 ?_) Finset.univ_nonempty
      have := (signs V psi x).2.2
      positivity
    -- test on the indicator of a single configuration
    have key : ∀ x, (1 + τ * escape V psi x) * ∑ z, born psi z = ∑ z, weight V psi τ z := by
      intro x
      have hx := h (fun z => if z = x then 1 else 0)
      simp only [avg, mul_ite, mul_one, mul_zero, Finset.sum_ite_eq', Finset.mem_univ,
        if_true] at hx
      rw [div_eq_div_iff hW.ne' hS.ne'] at hx
      have hx' : born psi x * (1 + τ * escape V psi x) * ∑ z, born psi z =
        born psi x * ∑ z, weight V psi τ z := hx
      exact mul_left_cancel₀ (signs V psi x).1.ne' (by linear_combination hx')
    intro x y
    have hxy := mul_right_cancel₀ hS.ne' ((key x).trans (key y).symm)
    exact mul_left_cancel₀ hτ.ne' (by linarith)
  · intro h A
    obtain ⟨t, ht⟩ : ∃ t, escape V psi = fun _ => t :=
      ⟨escape V psi (Classical.arbitrary ι), funext fun x => h x _⟩
    have hcov : cov (born psi) A (escape V psi) = 0 := by
      rw [ht]
      simp only [cov, avg, ← mul_assoc, ← Finset.sum_mul]
      rw [mul_div_cancel_left₀ _ hS.ne']
      ring
    rw [← sub_eq_zero, avg_weight_sub V psi hτ.le A, hcov, mul_zero, zero_div]
```

Dividing the bias by $\tau$ leaves $\mathrm{Cov}(A,T)/(1+\tau\langle T\rangle)$, which tends to $\mathrm{Cov}(A,T)$ as $\tau\to0^+$. The proof uses continuity of this quotient at zero.

```lean
/-- As `τ` tends to zero from above, the bias of the mean of `A` under `psi ^ 2 * (1 + τ T)`,
divided by `τ`, tends to the `psi ^ 2` covariance of `A` with the total T-move rate. -/
theorem bias_slope [Nonempty ι] (A : ι → ℝ) :
    Tendsto (fun τ : ℝ => (avg (weight V psi τ) A - avg (born psi) A) / τ) (𝓝[>] 0)
      (𝓝 (cov (born psi) A (escape V psi))) := by
  have h : ContinuousAt (fun τ : ℝ => cov (born psi) A (escape V psi) /
      (1 + τ * avg (born psi) (escape V psi))) 0 :=
    ContinuousAt.div continuousAt_const (by fun_prop) (by simp)
  have h' := h.tendsto
  simp only [zero_mul, add_zero, div_one] at h'
  refine (h'.mono_left nhdsWithin_le_nhds).congr' ?_
  filter_upwards [self_mem_nhdsWithin] with τ hτ
  have hpos : 0 < τ := hτ
  rw [avg_weight_sub V psi hpos.le A, eq_div_iff hpos.ne']
  ring

end

end TMoveTimeStepBias
```

```lean
#print axioms TMoveTimeStepBias.weight_stationary
-- 'TMoveTimeStepBias.weight_stationary' depends on axioms: [propext, Classical.choice, Quot.sound]
#print axioms TMoveTimeStepBias.tmove_bias
-- 'TMoveTimeStepBias.tmove_bias' depends on axioms: [propext, Classical.choice, Quot.sound]
#print axioms TMoveTimeStepBias.unbiased_iff
-- 'TMoveTimeStepBias.unbiased_iff' depends on axioms: [propext, Classical.choice, Quot.sound]
#print axioms TMoveTimeStepBias.bias_slope
-- 'TMoveTimeStepBias.bias_slope' depends on axioms: [propext, Classical.choice, Quot.sound]
```
